# With positive weights, weighted Löwdin orthogonalisation uniquely minimises the weighted squared displacement of independent orbitals

Atomic orbitals on neighbouring atoms overlap, and making them orthonormal distorts them. If some orbitals matter more than others, say because they hold more electrons, the distortion should fall mainly on the less important ones. Which orthonormal set does this best?

Write the orbitals as the columns \(A_i\) of a square complex matrix \(A\), in coordinates of an orthonormal basis of their span. They need not be normalised. Their overlap matrix is \(S=A^\dagger A\), and \(\det A\neq0\) says that they are linearly independent. Candidate orthonormal sets are the unitary matrices \(W\), with columns \(W_i\).

```lean
import Mathlib

open Matrix
open scoped ComplexOrder MatrixOrder

namespace WeightedLowdin

noncomputable section

variable {n : Type*} [Fintype n] [DecidableEq n]
```

The finite type `n` labels both orbitals and coordinates, so `A k i` is component \(k\) of orbital \(i\). Each orbital has a real weight \(w_i>0\): displacing any orbital costs something. The weights form \(D=\mathrm{diag}(w)\), which is not a density matrix here.

```lean
/-- The diagonal matrix `D` of the orbital weights. -/
def weightMatrix (w : n → ℝ) : Matrix n n ℂ :=
  Matrix.diagonal fun i => (w i : ℂ)
```

The weighted overlap matrix \(DSD\) has a positive square root \(R=(DSD)^{1/2}\), called `metricRoot` in the code.

```lean
/-- The positive square root `(D S D)^(1/2)` of the weighted overlap matrix, with `S = Aᴴ A`. -/
def metricRoot (A : Matrix n n ℂ) (w : n → ℝ) : Matrix n n ℂ :=
  CFC.sqrt (weightMatrix w * (Aᴴ * A) * weightMatrix w)
```

The proposed answer is \(W_0=ADR^{-1}\). For equal weights it reduces to Löwdin's \(AS^{-1/2}\).

```lean
/-- The weighted Löwdin orbitals `A D (D S D)^(-1/2)`, for invertible `A` and nonzero weights. -/
def lowdinFrame (A : Matrix n n ℂ) (w : n → ℝ) : Matrix n n ℂ :=
  A * weightMatrix w * (metricRoot A w)⁻¹
```

The cost to be minimised is
\[
c(W)=\sum_i w_i\|W_i-A_i\|^2 .
\]

```lean
/-- The weighted sum of squared distances between the columns of `W` and those of `A`. -/
def deviation (w : n → ℝ) (A W : Matrix n n ℂ) : ℝ :=
  ∑ i, w i * ∑ k, ‖W k i - A k i‖ ^ 2
```

## The square root is positive definite

Real weights give \(D^\dagger=D\).

```lean
omit [Fintype n] in
/-- The weight matrix is Hermitian, since the weights are real. -/
theorem weightMatrix_hermitian (w : n → ℝ) : (weightMatrix w)ᴴ = weightMatrix w := by
  rw [weightMatrix, Matrix.diagonal_conjTranspose]
  congr 1
  funext i
  simp
```

Hence \(DSD=(AD)^\dagger(AD)\) is positive semidefinite, and so is its root \(R\), with \(R^2=DSD\). Taking determinants,
\[
(\det R)^2=(\det D)^2\,|\det A|^2\neq0 ,
\]
so \(R\) is invertible and therefore positive definite.

The root comes from Mathlib's `CFC.sqrt`, which applies the square root to a matrix through the continuous functional calculus, in effect to its eigenvalues. The lemma `CFC.sqrt_mul_sqrt_self` returns \(R^2=DSD\) once it is given \(0\le DSD\). That inequality refers to the matrix order opened by `MatrixOrder`, and `Matrix.nonneg_iff_posSemidef` translates it into positive semidefiniteness. No diagonalisation has to be written out here; Mathlib's functional calculus supplies what is needed.

```lean
/-- For invertible `A` and positive weights, `(D S D)^(1/2)` is positive definite and squares
to `D S D`. -/
theorem metricRoot_spec {A : Matrix n n ℂ} {w : n → ℝ} (hA : A.det ≠ 0) (hw : ∀ i, 0 < w i) :
    (metricRoot A w).PosDef ∧
      metricRoot A w * metricRoot A w = weightMatrix w * (Aᴴ * A) * weightMatrix w := by
  -- `D S D` is the Gram matrix of the weighted orbitals `A D`
  have hP : 0 ≤ weightMatrix w * (Aᴴ * A) * weightMatrix w := by
    have h := Matrix.posSemidef_conjTranspose_mul_self (A * weightMatrix w)
    rw [Matrix.conjTranspose_mul, weightMatrix_hermitian] at h
    apply Matrix.nonneg_iff_posSemidef.mpr
    simpa only [mul_assoc] using h
  have hsq : metricRoot A w * metricRoot A w = weightMatrix w * (Aᴴ * A) * weightMatrix w :=
    CFC.sqrt_mul_sqrt_self _ hP
  have hpsd : (metricRoot A w).PosSemidef :=
    Matrix.nonneg_iff_posSemidef.mp (CFC.sqrt_nonneg _)
  have hD : (weightMatrix w).det ≠ 0 := by
    rw [weightMatrix, Matrix.det_diagonal]
    exact Finset.prod_ne_zero_iff.mpr fun i _ => Complex.ofReal_ne_zero.mpr (hw i).ne'
  have hdet : (metricRoot A w).det ≠ 0 := by
    intro h0
    have h := congrArg Matrix.det hsq
    rw [Matrix.det_mul, Matrix.det_mul, Matrix.det_mul, Matrix.det_mul,
      Matrix.det_conjTranspose, h0, zero_mul] at h
    exact mul_ne_zero (mul_ne_zero hD (mul_ne_zero (star_ne_zero.mpr hA) hA)) hD h.symm
  exact ⟨hpsd.posDef_iff_isUnit.mpr
    ((Matrix.isUnit_iff_isUnit_det _).mpr (isUnit_iff_ne_zero.mpr hdet)), hsq⟩
```

## The candidate is unitary

From the definition, \(W_0R=AD\), and
\[
W_0^\dagger W_0=R^{-1}(DSD)R^{-1}=R^{-1}R^2R^{-1}=1 .
\]
The `calc` block follows this line.

```lean
/-- For invertible `A` and positive weights, the weighted Löwdin orbitals are orthonormal, and
`A D` is their product with `(D S D)^(1/2)`. -/
theorem lowdinFrame_polar {A : Matrix n n ℂ} {w : n → ℝ} (hA : A.det ≠ 0)
    (hw : ∀ i, 0 < w i) :
    lowdinFrame A w ∈ Matrix.unitaryGroup n ℂ ∧
      lowdinFrame A w * metricRoot A w = A * weightMatrix w := by
  obtain ⟨hR, hsq⟩ := metricRoot_spec hA hw
  have hu : IsUnit (metricRoot A w).det := (Matrix.isUnit_iff_isUnit_det _).mp hR.isUnit
  constructor
  · apply Matrix.mem_unitaryGroup_iff'.mpr
    change (lowdinFrame A w)ᴴ * lowdinFrame A w = 1
    calc (lowdinFrame A w)ᴴ * lowdinFrame A w
        = (metricRoot A w)⁻¹ * (weightMatrix w * (Aᴴ * A) * weightMatrix w)
            * (metricRoot A w)⁻¹ := by
          rw [lowdinFrame, Matrix.conjTranspose_mul, Matrix.conjTranspose_mul,
            Matrix.conjTranspose_nonsing_inv, hR.isHermitian.eq, weightMatrix_hermitian]
          simp only [mul_assoc]
      _ = ((metricRoot A w)⁻¹ * metricRoot A w) * (metricRoot A w * (metricRoot A w)⁻¹) := by
          rw [← hsq]
          simp only [mul_assoc]
      _ = 1 := by rw [Matrix.nonsing_inv_mul _ hu, Matrix.mul_nonsing_inv _ hu, one_mul]
  · rw [lowdinFrame, mul_assoc, Matrix.nonsing_inv_mul _ hu, mul_one]
```

## The cost as a trace

For any matrix \(X\),
\[
(XDX^\dagger)_{kk}=\sum_i w_i|X_{ki}|^2 .
\]
Setting \(X=W-A\), summing over \(k\) and exchanging the sums gives
\[
c(W)=\mathrm{Re}\,\mathrm{tr}\big[(W-A)D(W-A)^\dagger\big].
\]

```lean
/-- The weighted deviation is the trace `Re tr((W - A) D (W - A)ᴴ)`. -/
theorem deviation_eq_trace (w : n → ℝ) (A W : Matrix n n ℂ) :
    deviation w A W = (Matrix.trace ((W - A) * weightMatrix w * (W - A)ᴴ)).re := by
  have h : ∀ (X : Matrix n n ℂ) (k : n),
      ((X * weightMatrix w * Xᴴ) k k).re = ∑ i, w i * ‖X k i‖ ^ 2 := by
    intro X k
    rw [Matrix.mul_apply, Complex.re_sum]
    refine Finset.sum_congr rfl fun i _ => ?_
    rw [weightMatrix, Matrix.mul_diagonal, Matrix.conjTranspose_apply,
      ← Complex.normSq_eq_norm_sq, Complex.normSq_apply]
    simp only [Complex.mul_re, Complex.mul_im, Complex.ofReal_re, Complex.ofReal_im,
      Complex.star_def, Complex.conj_re, Complex.conj_im]
    ring
  rw [Matrix.trace, Complex.re_sum]
  simp only [Matrix.diag_apply, h, Matrix.sub_apply, deviation, Finset.mul_sum]
  exact Finset.sum_comm
```

Now let \(H\) be Hermitian and \(W\) unitary. Then \(\mathrm{tr}(WHW^\dagger)=\mathrm{tr}\,H\), and the two cross terms \(XHW^\dagger\) and \(WHX^\dagger\) are adjoints of each other, so
\[
\mathrm{Re}\,\mathrm{tr}\big[(W-X)H(W-X)^\dagger\big]
=\mathrm{Re}\,\mathrm{tr}\,H+\mathrm{Re}\,\mathrm{tr}(XHX^\dagger)-2\,\mathrm{Re}\,\mathrm{tr}(XHW^\dagger).
\]
In the code, `noncomm_ring` multiplies out the product without commuting matrices.

```lean
/-- For unitary `W` and Hermitian `H`, the squared distance from `W` to `X` weighted by `H`
depends on `W` only through the cross term `Re tr(X H Wᴴ)`. -/
theorem trace_expand {H W : Matrix n n ℂ} (X : Matrix n n ℂ) (hH : Hᴴ = H)
    (hW : W ∈ Matrix.unitaryGroup n ℂ) :
    (Matrix.trace ((W - X) * H * (W - X)ᴴ)).re =
      (Matrix.trace H).re + (Matrix.trace (X * H * Xᴴ)).re
        - 2 * (Matrix.trace (X * H * Wᴴ)).re := by
  have hW' : Wᴴ * W = 1 := Matrix.mem_unitaryGroup_iff'.mp hW
  have key : (W - X) * H * (W - X)ᴴ =
      W * H * Wᴴ + X * H * Xᴴ - X * H * Wᴴ - (X * H * Wᴴ)ᴴ := by
    rw [Matrix.conjTranspose_mul (X * H), Matrix.conjTranspose_mul X,
      Matrix.conjTranspose_conjTranspose, hH, Matrix.conjTranspose_sub]
    noncomm_ring
  have t : Matrix.trace (W * H * Wᴴ) = Matrix.trace H := by
    rw [Matrix.trace_mul_comm, ← mul_assoc, hW', one_mul]
  rw [key, Matrix.trace_sub, Matrix.trace_sub, Matrix.trace_add, t, Matrix.trace_conjTranspose]
  simp only [Complex.sub_re, Complex.add_re, Complex.star_def, Complex.conj_re]
  ring
```

## The exact excess cost

Use the expansion with \(X=A\), \(H=D\), once for \(W\) and once for \(W_0\), and subtract. Since \(AD=W_0R\) and \(\mathrm{tr}(W_0RW_0^\dagger)=\mathrm{tr}\,R\),
\[
c(W)-c(W_0)=2\,\mathrm{Re}\,\mathrm{tr}\,R-2\,\mathrm{Re}\,\mathrm{tr}(W_0RW^\dagger).
\]
The expansion with \(X=W_0\), \(H=R\) has the same right-hand side, hence
\[
c(W)=c(W_0)+\mathrm{Re}\,\mathrm{tr}\big[(W-W_0)R(W-W_0)^\dagger\big].
\]

```lean
/-- For invertible `A` and positive weights, the deviation of a unitary `W` exceeds that of the
weighted Löwdin frame `W₀` by exactly `Re tr((W - W₀) (D S D)^(1/2) (W - W₀)ᴴ)`. -/
theorem deviation_excess {A W : Matrix n n ℂ} {w : n → ℝ} (hA : A.det ≠ 0)
    (hw : ∀ i, 0 < w i) (hW : W ∈ Matrix.unitaryGroup n ℂ) :
    deviation w A W = deviation w A (lowdinFrame A w) +
      (Matrix.trace ((W - lowdinFrame A w) * metricRoot A w * (W - lowdinFrame A w)ᴴ)).re := by
  obtain ⟨hU, hpolar⟩ := lowdinFrame_polar hA hw
  have hU' : (lowdinFrame A w)ᴴ * lowdinFrame A w = 1 := Matrix.mem_unitaryGroup_iff'.mp hU
  have t : Matrix.trace (A * weightMatrix w * (lowdinFrame A w)ᴴ)
      = Matrix.trace (metricRoot A w) := by
    rw [← hpolar, Matrix.trace_mul_comm, ← mul_assoc, hU', one_mul]
  rw [deviation_eq_trace, deviation_eq_trace, trace_expand A (weightMatrix_hermitian w) hW,
    trace_expand A (weightMatrix_hermitian w) hU,
    trace_expand (lowdinFrame A w) (metricRoot_spec hA hw).1.isHermitian.eq hW, hpolar, t]
  ring
```

## Every other unitary matrix costs more

Put \(X=W-W_0\) and let \(v_k\) be the column vector with entries \(\overline{X_{ki}}\). The excess is
\[
\sum_k v_k^\dagger R\,v_k .
\]
No term is negative. If \(W\neq W_0\), some row of \(X\) is nonzero, and its term is strictly positive because \(R\) is positive definite. In the code, `hrow` rewrites the diagonal entries as these quadratic forms, and `Finset.sum_pos'` combines nonnegative terms with one positive term.

The theorem reads: if `A.det ≠ 0` and every weight is positive, then `lowdinFrame A w` is unitary, and any different unitary `W` has strictly larger `deviation`. The strict inequality makes the minimiser unique. The name `carlson_keller` refers to the equal-weight case, the Carlson–Keller theorem on Löwdin's orthogonalisation.

```lean
/-- Optimality of the weighted Löwdin orbitals: for invertible `A` and positive weights,
`A D (D S D)^(-1/2)` is unitary, and every other unitary matrix has a strictly larger weighted
deviation from `A`. -/
theorem carlson_keller {A : Matrix n n ℂ} {w : n → ℝ} (hA : A.det ≠ 0) (hw : ∀ i, 0 < w i) :
    lowdinFrame A w ∈ Matrix.unitaryGroup n ℂ ∧
      ∀ W ∈ Matrix.unitaryGroup n ℂ, W ≠ lowdinFrame A w →
        deviation w A (lowdinFrame A w) < deviation w A W := by
  refine ⟨(lowdinFrame_polar hA hw).1, fun W hW hne => ?_⟩
  have hR := (metricRoot_spec hA hw).1
  -- the excess is a sum over rows of a positive definite quadratic form
  have hrow : ∀ (X : Matrix n n ℂ) (k : n), (X * metricRoot A w * Xᴴ) k k =
      star (star (X k)) ⬝ᵥ (metricRoot A w *ᵥ star (X k)) := by
    intro X k
    rw [mul_assoc]
    simp only [Matrix.mul_apply, dotProduct, Matrix.mulVec, Matrix.conjTranspose_apply,
      Pi.star_apply, star_star]
  obtain ⟨k, hk⟩ : ∃ k, (W - lowdinFrame A w) k ≠ 0 := by
    by_contra! h
    exact hne (sub_eq_zero.mp (funext h))
  rw [deviation_excess hA hw hW, Matrix.trace, Complex.re_sum]
  apply lt_add_of_pos_right
  refine Finset.sum_pos' (fun j _ => ?_) ⟨k, Finset.mem_univ k, ?_⟩
  · rw [Matrix.diag_apply, hrow]
    exact (Complex.le_def.mp (hR.posSemidef.dotProduct_mulVec_nonneg _)).1
  · rw [Matrix.diag_apply, hrow]
    exact (Complex.lt_def.mp (hR.dotProduct_mulVec_pos (star_ne_zero.mpr hk))).1

end

end WeightedLowdin
```

```lean
#print axioms WeightedLowdin.lowdinFrame_polar
#print axioms WeightedLowdin.carlson_keller
```

```
'WeightedLowdin.lowdinFrame_polar' depends on axioms: [propext, Classical.choice, Quot.sound]
'WeightedLowdin.carlson_keller' depends on axioms: [propext, Classical.choice, Quot.sound]
```

Occupancy-weighted orthogonalisation in the construction of natural atomic orbitals uses this formula; the theorem treats one such step, for a finite set of orbitals with weights fixed in advance. The competitors in the Lean theorem all lie in the span of the original orbitals. Orthonormal sets that leave it cost more too: with rectangular matrices of coordinates in a larger space, the same expansion holds, because it uses only \(W^\dagger W=1\).
